# The Green's matrix of two degenerate levels with unit coupling, for z² ≠ 1

Two levels at energy zero, coupled with strength one, have the Hamiltonian H = [[0, 1], [1, 0]]. The theorem states that for every complex energy z with z² ≠ 1 the matrix R(z) = (z² − 1)⁻¹ [[z, 1], [1, z]] satisfies (z − H) R(z) = 1, which is the defining equation of the Green's matrix here. The attempt first shows, entry by entry, that (z − H) [[z, 1], [1, z]] is z² − 1 times the identity matrix. It then cancels this factor, which is not zero, against the inverse in R(z).

This version doesn't compile in Lean 4 with Mathlib:

```lean
import Mathlib

open Matrix

namespace ResolventConverse

noncomputable section

variable {n : Type*} [Fintype n] [DecidableEq n]

/-- `R` is the Green's matrix of `H` on the set `Z` of energies: `(z - H) R(z) = 1`. -/
def IsGreenMatrix (H : Matrix n n ℂ) (Z : Set ℂ) (R : ℂ → Matrix n n ℂ) : Prop :=
  ∀ z ∈ Z, (z • (1 : Matrix n n ℂ) - H) * R z = 1

/-- The matrix family `(z² - 1)⁻¹ [[z, 1], [1, z]]` of a two-level system. -/
def twoLevelGreen (z : ℂ) : Matrix (Fin 2) (Fin 2) ℂ :=
  (z ^ 2 - 1)⁻¹ • !![z, 1; 1, z]

/-- For `z² ≠ 1` the two-level family is the Green's matrix of two degenerate levels at energy
zero with coupling one. -/
theorem twoLevelGreen_isGreenMatrix :
    IsGreenMatrix !![0, 1; 1, 0] {z : ℂ | z ^ 2 ≠ 1} twoLevelGreen := by
  intro z hz
  have hz1 : z ^ 2 - 1 ≠ 0 := sub_ne_zero.mpr hz
  have e : (z • (1 : Matrix (Fin 2) (Fin 2) ℂ) - !![0, 1; 1, 0]) * !![z, 1; 1, z]
      = (z ^ 2 - 1) • (1 : Matrix (Fin 2) (Fin 2) ℂ) := by
    ext i j
    fin_cases i <;> fin_cases j <;> simp [Matrix.mul_apply, Fin.sum_univ_succ] <;> ring
  rw [twoLevelGreen, Matrix.mul_smul, e, smul_smul, inv_mul_cancel₀ hz1, one_smul]

end

end ResolventConverse
```

Messages:

```
Try this:
  [apply] ring_nf
  
  The `ring` tactic failed to close the goal. Use `ring_nf` to obtain a normal form.
    
  Note that `ring` works primarily in *commutative* rings. If you have a noncommutative ring, abelian group or module, consider using `noncomm_ring`, `abel` or `module` instead.
Try this:
  [apply] ring_nf
  
  The `ring` tactic failed to close the goal. Use `ring_nf` to obtain a normal form.
    
  Note that `ring` works primarily in *commutative* rings. If you have a noncommutative ring, abelian group or module, consider using `noncomm_ring`, `abel` or `module` instead.
Main.lean:26:56: error: unsolved goals
case «1».«0»
z : ℂ
hz : z ∈ {z | z ^ 2 ≠ 1}
hz1 : z ^ 2 - 1 ≠ 0
⊢ -z + z * 1 1 (Fin.succ 0) = 0

case «1».«1»
z : ℂ
hz : z ∈ {z | z ^ 2 ≠ 1}
hz1 : z ^ 2 - 1 ≠ 0
⊢ -1 + z ^ 2 * 1 1 (Fin.succ 0) = -1 + z ^ 2
```

Fix (accepted with no message):

```diff
@@ -25,6 +25,7 @@
   have e : (z • (1 : Matrix (Fin 2) (Fin 2) ℂ) - !![0, 1; 1, 0]) * !![z, 1; 1, z]
       = (z ^ 2 - 1) • (1 : Matrix (Fin 2) (Fin 2) ℂ) := by
+    rw [Matrix.one_fin_two]
     ext i j
-    fin_cases i <;> fin_cases j <;> simp [Matrix.mul_apply, Fin.sum_univ_succ] <;> ring
+    fin_cases i <;> fin_cases j <;> simp [Matrix.mul_apply, Fin.sum_univ_two] <;> ring
   rw [twoLevelGreen, Matrix.mul_smul, e, smul_smul, inv_mul_cancel₀ hz1, one_smul]
 
```

Cause. Both unsolved goals are entries in the second row of the auxiliary identity `e`, and both contain `1 1 (Fin.succ 0)`. This is an entry of the identity matrix, with row index `1` and column index `Fin.succ 0`. Since `Fin.succ 0` is the index `1`, the entry equals one and both goals are true, but `simp` left it unevaluated. `ring` treats it as an unknown number and cannot close the goals; its suggestion of `ring_nf` would not help.

The form `Fin.succ 0` comes from `Fin.sum_univ_succ`, which splits a sum into its first term and a sum over successors. The repair uses `Fin.sum_univ_two` instead, which writes the two terms directly with the indices `0` and `1`. The added `rw [Matrix.one_fin_two]` replaces the identity matrix by `!![1, 0; 0, 1]`, so that `simp` can read its entries off as numbers. Both changes act on the term that blocked the proof; the messages do not show whether one alone would have been enough.
